# In a 2p shell, Tr(ρ **l·s**) fixes the ratio of L3 to L2 weight

If 2:1 is taken as the L3:L2 ratio of every 2p core hole, a ratio of 1:1 looks like lost intensity or a bad background subtraction. But 2:1 only counts states: four with $j=3/2$ and two with $j=1/2$. A core hole need not populate all six evenly.

Let $\rho$ be the state of the hole, a unit-trace matrix on the six 2p spin-orbitals that says where the electron is missing, and let $X=\mathbf l\cdot\mathbf s$. The L3 and L2 weights are the populations of the two $j$ levels. They are in the ratio 2:1 exactly when $\mathrm{Tr}(\rho X)=0$, and 1:1 exactly when $\mathrm{Tr}(\rho X)=-1/4$. For core-level spectra this ties the ratio of the two edges to the expectation value of $\mathbf l\cdot\mathbf s$ in the core hole. It does so in a model with one hole in an isolated p shell and edge intensities proportional to these weights.

## Six spin-orbitals and their operators

```lean
import Mathlib

open Matrix Complex
open scoped Kronecker ComplexOrder

namespace CoreLevelBranching

noncomputable section
```

Mathlib is Lean's mathematical library. The opened notation provides `⊗ₖ` for the Kronecker product and an order on complex numbers in which $0\le z$ means that $z$ is real and nonnegative.

```lean
/-- Operators on the six spin-orbitals of a p shell. -/
abbrev Op := Matrix (Fin 3 × Fin 2) (Fin 3 × Fin 2) ℂ
```

An `Op` is a complex matrix whose rows and columns are labelled by pairs (orbital, spin). There are $3\times2=6$ labels, so this is a 6 by 6 matrix.

```lean
/-- The orbital angular momentum components for `l = 1` in the basis `p_x, p_y, p_z`,
in units of `ℏ`. -/
def orbital : Fin 3 → Matrix (Fin 3) (Fin 3) ℂ :=
  ![!![0, 0, 0; 0, 0, -I; 0, I, 0],
    !![0, 0, I; 0, 0, 0; -I, 0, 0],
    !![0, -I, 0; I, 0, 0; 0, 0, 0]]
```

Lean counts from 0, so the components 0, 1, 2 are $x,y,z$, and the same numbers label the orbitals $p_x,p_y,p_z$. With $\hbar=1$ the entries are $(l_k)_{ab}=-i\,\epsilon_{kab}$, where $\epsilon$ is the antisymmetric symbol with $\epsilon_{012}=1$.

```lean
/-- The spin components for `s = 1/2`, in units of `ℏ`. -/
def spin : Fin 3 → Matrix (Fin 2) (Fin 2) ℂ :=
  ![!![0, 1/2; 1/2, 0], !![0, -I/2; I/2, 0], !![1/2, 0; 0, -1/2]]
```

These are $s_k=\sigma_k/2$, half the Pauli matrices $\sigma_k$.

```lean
/-- The spin-orbit operator `X = l·s`. -/
def spinOrbit : Op := ∑ k, orbital k ⊗ₖ spin k
```

This is $X=\sum_k l_k\otimes s_k$. It carries no radial factor and no coupling constant, so it is dimensionless.

```lean
/-- The square of the total angular momentum, `J² = ∑ (l_k + s_k)²`. -/
def totalSq : Op := ∑ k, (orbital k ⊗ₖ 1 + 1 ⊗ₖ spin k) ^ 2
```

The total angular momentum squared is $J^2=\sum_k(l_k\otimes1+1\otimes s_k)^2$. It is defined without reference to $X$, so it can test which $j$ belongs to which level.

```lean
/-- The L3 projector `(2/3)(X + 1)`. -/
def projL3 : Op := (2/3 : ℂ) • (spinOrbit + 1)
```

Write $P_3=\tfrac23(X+1)$ for this matrix.

```lean
/-- The L2 projector `(2/3)(1/2 - X)`. -/
def projL2 : Op := (2/3 : ℂ) • ((1/2 : ℂ) • 1 - spinOrbit)
```

Likewise $P_2=\tfrac23(\tfrac12-X)$. The word "projector" is so far only a name; its properties are proved below.

## From the commutators to the two levels

```lean
/-- The orbital matrices obey the angular momentum commutation relations,
and `l² = l(l+1) = 2`. -/
theorem orbital_algebra :
    orbital 0 * orbital 1 = orbital 1 * orbital 0 + I • orbital 2 ∧
    orbital 1 * orbital 2 = orbital 2 * orbital 1 + I • orbital 0 ∧
    orbital 2 * orbital 0 = orbital 0 * orbital 2 + I • orbital 1 ∧
    orbital 0 * orbital 0 + orbital 1 * orbital 1 + orbital 2 * orbital 2
      = (2 : ℂ) • 1 := by
  refine ⟨?_, ?_, ?_, ?_⟩ <;> ext i j <;> fin_cases i <;> fin_cases j <;>
    simp [orbital, Matrix.mul_apply, Fin.sum_univ_succ, Complex.ext_iff] <;> norm_num
```

A `theorem` gives its statement before `:=` and its proof after it; `∧` means "and". The statement here is $[l_0,l_1]=il_2$ with its cyclic partners, and $\sum_k l_k^2=2$.

By hand, contracting two antisymmetric symbols gives
$$(l_kl_m)_{ab}=\delta_{km}\delta_{ab}-\delta_{am}\delta_{kb}.$$
Setting $k=m$ and summing gives $3\delta_{ab}-\delta_{ab}=2\delta_{ab}$. For $k=0$, $m=1$, the commutator has entry $+1$ at position $(0,1)$ and $-1$ at $(1,0)$, which is $il_2$. The other two follow cyclically. Lean compares the matrices entry by entry: `fin_cases` runs through the positions and `simp` evaluates each one.

```lean
/-- Each spin component squares to `1/4`, and products of different components give
`± i/2` times the third. -/
theorem spin_algebra :
    (∀ k, spin k * spin k = (1/4 : ℂ) • 1) ∧
    spin 0 * spin 1 = (I/2) • spin 2 ∧ spin 1 * spin 0 = (-(I/2)) • spin 2 ∧
    spin 1 * spin 2 = (I/2) • spin 0 ∧ spin 2 * spin 1 = (-(I/2)) • spin 0 ∧
    spin 2 * spin 0 = (I/2) • spin 1 ∧ spin 0 * spin 2 = (-(I/2)) • spin 1 := by
  refine ⟨fun k => ?_, ?_, ?_, ?_, ?_, ?_, ?_⟩
  · fin_cases k <;> ext i j <;> fin_cases i <;> fin_cases j <;>
      simp [spin, Matrix.mul_apply, Fin.sum_univ_succ, Complex.ext_iff] <;> norm_num
  all_goals
    ext i j
    fin_cases i <;> fin_cases j <;>
      simp [spin, Matrix.mul_apply, Fin.sum_univ_succ, Complex.ext_iff] <;> norm_num
```

From $\sigma_k^2=1$ comes $s_k^2=1/4$. From $\sigma_0\sigma_1=i\sigma_2$ comes $s_0s_1=\tfrac i4\sigma_2=\tfrac i2s_2$, and the reversed product has the opposite sign. The remaining products are the cyclic versions, and Lean again checks entries.

```lean
/-- The spin-orbit operator of a p shell satisfies `X² = 1/2 - X/2`, that is
`(X - 1/2)(X + 1) = 0`. -/
theorem spinOrbit_quadratic :
    spinOrbit * spinOrbit = (1/2 : ℂ) • 1 - (1/2 : ℂ) • spinOrbit ∧
    (spinOrbit - (1/2 : ℂ) • 1) * (spinOrbit + 1) = 0 := by
  obtain ⟨c01, c12, c20, hL⟩ := orbital_algebra
  obtain ⟨hS, s01, s10, s12, s21, s20, s02⟩ := spin_algebra
  have hK : (orbital 0 * orbital 0) ⊗ₖ (1 : Matrix (Fin 2) (Fin 2) ℂ)
      + (orbital 1 * orbital 1) ⊗ₖ (1 : Matrix (Fin 2) (Fin 2) ℂ)
      + (orbital 2 * orbital 2) ⊗ₖ (1 : Matrix (Fin 2) (Fin 2) ℂ) = (2 : ℂ) • (1 : Op) := by
    rw [← Matrix.add_kronecker, ← Matrix.add_kronecker, hL, Matrix.smul_kronecker,
      Matrix.one_kronecker_one]
  have hI : ∀ Z : Op, (I * I) • Z = -Z := fun Z => by
    rw [Complex.I_mul_I, neg_smul, one_smul]
  -- the squares give l²/4, the mixed products give the commutators of l
  have h : spinOrbit * spinOrbit = (1/2 : ℂ) • 1 - (1/2 : ℂ) • spinOrbit := by
    simp only [spinOrbit, Fin.sum_univ_three, add_mul, mul_add, ← Matrix.mul_kronecker_mul,
      hS, s01, s10, s12, s21, s20, s02, c01, c12, c20, Matrix.add_kronecker,
      Matrix.smul_kronecker, Matrix.kronecker_smul]
    linear_combination (norm := module) (1/4 : ℂ) • hK
      + (1/2 : ℂ) • hI (orbital 0 ⊗ₖ spin 0) + (1/2 : ℂ) • hI (orbital 1 ⊗ₖ spin 1)
      + (1/2 : ℂ) • hI (orbital 2 ⊗ₖ spin 2)
  refine ⟨h, ?_⟩
  simp only [sub_mul, mul_add, smul_mul_assoc, one_mul, mul_one, h]
  module
```

The statement is $X^2=\tfrac12-\tfrac12X$, followed by its factored form. To derive it, expand
$$X^2=\sum_{k,m}l_kl_m\otimes s_ks_m .$$
The terms with $k=m$ give $\tfrac14\sum_kl_k^2\otimes1=\tfrac12$. The terms with indices 0 and 1 give
$$\tfrac i2\,(l_0l_1-l_1l_0)\otimes s_2=\tfrac i2\,(il_2)\otimes s_2=-\tfrac12\,l_2\otimes s_2 .$$
The other two pairs give $-\tfrac12l_0\otimes s_0$ and $-\tfrac12l_1\otimes s_1$, so the mixed terms add up to $-\tfrac12X$. Then
$$(X-\tfrac12)(X+1)=X^2+\tfrac12X-\tfrac12=0 .$$

The Lean proof takes the same route. `simp only` expands the product and inserts the spin and orbital algebra, `hK` supplies $l^2=2$ on the six-dimensional space, and `hI` supplies $i^2=-1$. `linear_combination` adds these with the stated coefficients.

```lean
/-- The L3 and L2 operators are idempotent, mutually orthogonal and add up to the identity. -/
theorem projectors :
    projL3 * projL3 = projL3 ∧ projL2 * projL2 = projL2 ∧
    projL3 * projL2 = 0 ∧ projL2 * projL3 = 0 ∧ projL3 + projL2 = 1 := by
  have h := spinOrbit_quadratic.1
  refine ⟨?_, ?_, ?_, ?_, ?_⟩
  all_goals
    simp only [projL3, projL2, smul_mul_assoc, mul_smul_comm, add_mul, mul_add, sub_mul,
      mul_sub, one_mul, mul_one, h]
    module
```

Replace $X^2$ wherever it appears:
$$P_3^2=\tfrac49(X^2+2X+1)=\tfrac49\cdot\tfrac32(X+1)=P_3,$$
$$P_2^2=\tfrac49(\tfrac14-X+X^2)=\tfrac49\cdot\tfrac32(\tfrac12-X)=P_2.$$
The products $P_3P_2$ and $P_2P_3$ contain the factor $(X+1)(\tfrac12-X)=0$, and $P_3+P_2=\tfrac23\cdot\tfrac32=1$. In Lean, `simp only` performs the replacement and `module` checks the remaining linear identity.

```lean
/-- The L3 projector selects `J² = 15/4` (`j = 3/2`) and the L2 projector selects
`J² = 3/4` (`j = 1/2`). -/
theorem totalSq_projectors :
    totalSq * projL3 = (15/4 : ℂ) • projL3 ∧ totalSq * projL2 = (3/4 : ℂ) • projL2 := by
  have hk : ∀ k, (orbital k ⊗ₖ 1 + 1 ⊗ₖ spin k : Op) ^ 2
      = (orbital k * orbital k) ⊗ₖ 1 + 1 ⊗ₖ (spin k * spin k)
        + (2 : ℂ) • (orbital k ⊗ₖ spin k) := fun k => by
    rw [pow_two, add_mul, mul_add, mul_add]
    simp only [← Matrix.mul_kronecker_mul, mul_one, one_mul]
    module
  -- J² = l² + s² + 2 l·s
  have hJ : totalSq = (11/4 : ℂ) • 1 + (2 : ℂ) • spinOrbit := by
    have hL := congrArg (fun A => A ⊗ₖ (1 : Matrix (Fin 2) (Fin 2) ℂ)) orbital_algebra.2.2.2
    simp only [Matrix.add_kronecker, Matrix.smul_kronecker, Matrix.one_kronecker_one] at hL
    simp only [totalSq, spinOrbit, Fin.sum_univ_three, hk, spin_algebra.1,
      Matrix.kronecker_smul, Matrix.one_kronecker_one]
    linear_combination (norm := module) hL
  have h := spinOrbit_quadratic.1
  constructor
  all_goals
    simp only [hJ, projL3, projL2, smul_mul_assoc, mul_smul_comm, add_mul, mul_add,
      mul_sub, one_mul, mul_one, h]
    module
```

The two summands $l_k\otimes1$ and $1\otimes s_k$ commute, so
$$(l_k\otimes1+1\otimes s_k)^2=l_k^2\otimes1+1\otimes s_k^2+2\,l_k\otimes s_k,$$
which is `hk`. Summing over $k$ gives `hJ`:
$$J^2=2+\tfrac34+2X=\tfrac{11}4+2X .$$
The quadratic equation gives $XP_3=\tfrac12P_3$ and $XP_2=-P_2$. Hence $J^2P_3=\tfrac{15}4P_3$ and $J^2P_2=\tfrac34P_2$. These are the values of $j(j+1)$ for $j=3/2$ and $j=1/2$, so the level names are derived from the matrices.

```lean
/-- The L3 and L2 projectors have traces 4 and 2. -/
theorem projector_traces : projL3.trace = 4 ∧ projL2.trace = 2 := by
  have hX : spinOrbit.trace = 0 := by
    simp [spinOrbit, Fin.sum_univ_three, Matrix.trace_add, Matrix.trace_kronecker, orbital,
      Matrix.trace_fin_three]
  constructor <;>
    simp [projL3, projL2, Matrix.trace_add, Matrix.trace_sub, Matrix.trace_smul, hX] <;>
    norm_num
```

Since $\mathrm{Tr}(l_k\otimes s_k)=\mathrm{Tr}\,l_k\,\mathrm{Tr}\,s_k=0$, we have $\mathrm{Tr}\,X=0$. The identity has trace 6, so $\mathrm{Tr}\,P_3=\tfrac23\cdot6=4$ and $\mathrm{Tr}\,P_2=\tfrac23\cdot3=2$. These are the numbers of states in the two levels.

## Weights, ratios and the values they can take

```lean
/-- In a state `ρ` of unit trace the L3 weight is `2/3 + (2/3) Tr(ρX)` and the L2 weight is
`1/3 - (2/3) Tr(ρX)`. -/
theorem edge_weights (ρ : Op) (hρ : ρ.trace = 1) :
    (ρ * projL3).trace = 2/3 + 2/3 * (ρ * spinOrbit).trace ∧
    (ρ * projL2).trace = 1/3 - 2/3 * (ρ * spinOrbit).trace := by
  constructor
  all_goals
    simp only [projL3, projL2, mul_smul_comm, mul_add, mul_sub, mul_one, Matrix.trace_smul,
      Matrix.trace_add, Matrix.trace_sub, hρ, smul_eq_mul]
    ring
```

The hypothesis `hρ` says that $\mathrm{Tr}\,\rho=1$. Write $x=\mathrm{Tr}(\rho X)$, $w_3=\mathrm{Tr}(\rho P_3)$ and $w_2=\mathrm{Tr}(\rho P_2)$. Linearity of the trace gives
$$w_3=\tfrac23(x+1)=\tfrac23+\tfrac23x,\qquad w_2=\tfrac23(\tfrac12-x)=\tfrac13-\tfrac23x .$$
Positivity of $\rho$ is not needed for these identities, though it is needed to read $w_3$ and $w_2$ as probabilities. Note the sign of $x$: it belongs to the missing electron. The five electrons left in the shell have the one-particle density matrix $1-\rho$, so their summed $\mathbf l\cdot\mathbf s$ is $\mathrm{Tr}\,X-x=-x$.

```lean
/-- In a state of unit trace the L3 and L2 weights are in the ratio `r : 1`, with `r ≥ 0`, exactly
when `Tr(ρX) = (r - 2)/(2(r + 1))`; the ratio is 2:1 iff `Tr(ρX) = 0` and 1:1 iff
`Tr(ρX) = -1/4`. -/
theorem branching_ratio (ρ : Op) (hρ : ρ.trace = 1) :
    (∀ r : ℝ, 0 ≤ r → ((ρ * projL3).trace = r * (ρ * projL2).trace ↔
      (ρ * spinOrbit).trace = ((r : ℂ) - 2) / (2 * ((r : ℂ) + 1)))) ∧
    ((ρ * projL3).trace = 2 * (ρ * projL2).trace ↔ (ρ * spinOrbit).trace = 0) ∧
    ((ρ * projL3).trace = (ρ * projL2).trace ↔ (ρ * spinOrbit).trace = -1/4) := by
  obtain ⟨h3, h2⟩ := edge_weights ρ hρ
  rw [h3, h2]
  refine ⟨fun r hr => ?_, ?_, ?_⟩
  · have hr1 : (r : ℂ) + 1 ≠ 0 := by
      have : r + 1 ≠ 0 := by positivity
      exact_mod_cast this
    rw [eq_div_iff (mul_ne_zero two_ne_zero hr1)]
    exact ⟨fun h => by linear_combination 3 * h, fun h => by linear_combination (1/3) * h⟩
  · exact ⟨fun h => by linear_combination (1/2) * h, fun h => by linear_combination 2 * h⟩
  · exact ⟨fun h => by linear_combination (3/4) * h, fun h => by linear_combination (4/3) * h⟩
```

The sign `↔` means "exactly when". The ratio $r:1$ is written as $w_3=r\,w_2$, which avoids dividing by $w_2$. Inserting the weights and multiplying by 3 gives
$$2+2x=r-2rx\iff 2(r+1)x=r-2\iff x=\frac{r-2}{2(r+1)} .$$
The last step uses $r+1\neq0$, which holds because $r\ge0$. Setting $r=2$ gives $x=0$, and $r=1$ gives $x=-1/4$. A pure L3 state has $w_2=0$ and corresponds to no finite $r$.

In the Lean proof, `hr1` records that $r+1$ is nonzero, and each `linear_combination` multiplies one equation by a constant to obtain the other.

The theorem concerns populations. It contains no transition operator and no interaction between the core hole and the valence electrons, so applying it to measured edge areas requires that $\rho$ be the hole state produced by absorption over both edges together and that $j$ remain a good label for the two edges.

```lean
/-- A real number `a` is the L3 fraction of some density matrix exactly when `0 ≤ a ≤ 1`. -/
theorem L3_fraction_range (a : ℝ) :
    (∃ ρ : Op, ρ.PosSemidef ∧ ρ.trace = 1 ∧ (ρ * projL3).trace = a) ↔ 0 ≤ a ∧ a ≤ 1 := by
  obtain ⟨p33, p22, -, p23, -⟩ := projectors
  have hL : ∀ k, (orbital k)ᴴ = orbital k := fun k => by
    fin_cases k <;> ext i j <;> fin_cases i <;> fin_cases j <;> simp [orbital]
  have hS : ∀ k, (spin k)ᴴ = spin k := fun k => by
    fin_cases k <;> ext i j <;> fin_cases i <;> fin_cases j <;> simp [spin]
  have hX : spinOrbitᴴ = spinOrbit := by
    simp only [spinOrbit, Fin.sum_univ_three, Matrix.conjTranspose_add,
      Matrix.conjTranspose_kronecker, hL, hS]
  have h3 : projL3ᴴ = projL3 := by
    simp [projL3, Matrix.conjTranspose_smul, hX]
  have h2 : projL2ᴴ = projL2 := by
    simp [projL2, Matrix.conjTranspose_smul, hX]
  constructor
  · rintro ⟨ρ, hpos, htr, ha⟩
    -- Tr(ρP) = Tr(PρP) is nonnegative for each projector
    have key : ∀ P : Op, P * P = P → Pᴴ = P → 0 ≤ (ρ * P).trace := fun P hP hH => by
      have h := (hpos.mul_mul_conjTranspose_same P).trace_nonneg
      rwa [hH, Matrix.trace_mul_comm, ← mul_assoc, hP, Matrix.trace_mul_comm] at h
    obtain ⟨w3, w2⟩ := edge_weights ρ htr
    have hb : (ρ * projL2).trace = ((1 - a : ℝ) : ℂ) := by
      push_cast
      linear_combination w2 + w3 - ha
    have k3 := key _ p33 h3
    have k2 := key _ p22 h2
    rw [ha, Complex.zero_le_real] at k3
    rw [hb, Complex.zero_le_real] at k2
    exact ⟨k3, by linarith⟩
  · rintro ⟨h0, h1⟩
    have q3 : projL3.PosSemidef := by
      have h := Matrix.posSemidef_conjTranspose_mul_self projL3
      rwa [h3, p33] at h
    have q2 : projL2.PosSemidef := by
      have h := Matrix.posSemidef_conjTranspose_mul_self projL2
      rwa [h2, p22] at h
    have a3 : (0 : ℂ) ≤ ((a / 4 : ℝ) : ℂ) := Complex.zero_le_real.mpr (by linarith)
    have a2 : (0 : ℂ) ≤ (((1 - a) / 2 : ℝ) : ℂ) := Complex.zero_le_real.mpr (by linarith)
    obtain ⟨t3, t2⟩ := projector_traces
    -- populate each level uniformly
    refine ⟨((a / 4 : ℝ) : ℂ) • projL3 + (((1 - a) / 2 : ℝ) : ℂ) • projL2,
      (q3.smul a3).add (q2.smul a2), ?_, ?_⟩
    · rw [Matrix.trace_add, Matrix.trace_smul, Matrix.trace_smul, t3, t2, smul_eq_mul,
        smul_eq_mul]
      push_cast
      ring
    · rw [add_mul, smul_mul_assoc, smul_mul_assoc, p33, p23, smul_zero, add_zero,
        Matrix.trace_smul, t3, smul_eq_mul]
      push_cast
      ring

end

end CoreLevelBranching
```

Here `∃` means "there exists", and `ρ.PosSemidef` says that $\rho$ is Hermitian with no negative eigenvalues. Together with unit trace, this makes $\rho$ a density matrix. The theorem says that the L3 fractions of density matrices are exactly the real numbers $a$ with $0\le a\le1$.

For the bounds, let $P$ be either projector. It is Hermitian, because the $l_k$ and $s_k$ are, and $P^2=P$. Therefore
$$\mathrm{Tr}(\rho P)=\mathrm{Tr}(\rho PP)=\mathrm{Tr}(P\rho P)\ge0,$$
which is `key`. So $w_3\ge0$ and $w_2\ge0$, and $w_3+w_2=1$ then gives $0\le w_3\le1$.

Conversely, for a given $a$ in this range take
$$\rho=\frac a4P_3+\frac{1-a}2P_2 ,$$
which fills each level uniformly. It is positive because $P=P^\dagger P$ and both coefficients are nonnegative. Its trace is $a+(1-a)=1$, and since $P_2P_3=0$ its L3 weight is $\tfrac a4\cdot4=a$. The even population of all six states is the case $a=2/3$, which has the ratio 2:1; $a=1/2$ gives 1:1.

```lean
#print axioms CoreLevelBranching.totalSq_projectors
#print axioms CoreLevelBranching.branching_ratio
#print axioms CoreLevelBranching.L3_fraction_range
```

```
'CoreLevelBranching.totalSq_projectors' depends on axioms: [propext, Classical.choice, Quot.sound]
'CoreLevelBranching.branching_ratio' depends on axioms: [propext, Classical.choice, Quot.sound]
'CoreLevelBranching.L3_fraction_range' depends on axioms: [propext, Classical.choice, Quot.sound]
```
